# How many uncorrelated samples fix an overlap to a given relative error

A stochastic estimate of an overlap is modelled here as a real function on a finite set of outcomes, each carrying a nonnegative weight, with the weights summing to one. The exact overlap $o \neq 0$ enters as a number that every estimate has as its mean; no wave function appears. Accuracy is measured by the mean squared relative error.

Let $X_i$, with $i = 0, \dots, n-1$ and $n \ge 1$, be such estimates, with common variance $v$ and zero covariance between distinct ones. Write $A = \frac1n \sum_i X_i$ for their average, $\langle\cdot\rangle$ for the weighted mean over outcomes, and $m = \langle ((A-o)/o)^2 \rangle$. Then

$$m = \frac{v}{n\,o^2}, \qquad\text{and for } e > 0:\quad m \le e^2 \iff n \ge \frac{v}{e^2 o^2}.$$

In auxiliary-field Monte Carlo, the overlap of a walker with a trial wave function may itself be sampled. For real, unbiased and uncorrelated estimates of fixed positive variance, the number of samples needed at a given relative error then grows as $1/o^2$ when $o$ tends to zero.

## From deviations to a sample size

Let $d_i = X_i - o$. Since $\sum_i d_i = \sum_i X_i - n o = n(A - o)$, squaring gives, for each outcome,

$$n^2 (A-o)^2 = \sum_i \sum_j d_i d_j .$$

Now take the mean. On the left, $\langle (A-o)^2\rangle = o^2 m$. On the right, $\langle d_i d_j\rangle$ is the covariance of $X_i$ and $X_j$, because both have mean $o$. Suppose first that all distinct pairs share a covariance $c$. The double sum has $n$ diagonal terms $v$ and $n(n-1)$ off-diagonal terms $c$, so

$$n^2 o^2 m = n v + n(n-1)c, \qquad n\,o^2 m = v + (n-1)c .$$

Setting $c = 0$ gives $n\,o^2 m = v$. Multiplying $m \le e^2$ by the positive number $n o^2$ turns it into $v \le n e^2 o^2$, and dividing by $e^2 o^2$ gives the criterion.

If instead $v$ and $c > 0$ stay fixed while $n$ grows, $m$ tends to $c/o^2$ and not to zero: averaging doesn't remove an error that the estimates share.

A bound on $m$ also bounds the chance of a large error. Let $\delta > 0$ be a relative tolerance and $p$ the probability that $|A-o| < \delta|o|$. Every outcome that misses the tolerance has $((A-o)/o)^2 \ge \delta^2$, so $\delta^2(1-p) \le m$. For uncorrelated estimates, if a real number $\eta$ satisfies $v \le n\,\eta\,\delta^2 o^2$, then $m \le \eta\delta^2$, and hence $p \ge 1-\eta$.

## Outcomes, means and errors in Lean

```lean
import Mathlib

open Finset

namespace OverlapSampling

noncomputable section
```

The structure `FiniteProb` holds the weights together with proofs that they are nonnegative and sum to one.

```lean
/-- A probability distribution on a finite set of outcomes. -/
structure FiniteProb (Ω : Type*) [Fintype Ω] where
  weight : Ω → ℝ
  nonneg : ∀ w, 0 ≤ weight w
  total : ∑ w, weight w = 1
```

A random variable is a function `Ω → ℝ`, and its mean is the weighted sum.

```lean
variable {Ω : Type*} [Fintype Ω] {n : ℕ}

/-- The expectation value of a real random variable. -/
def mean (P : FiniteProb Ω) (f : Ω → ℝ) : ℝ := ∑ w, P.weight w * f w
```

The covariance is the mean product of deviations, normalised by the exact weights and not by a sample factor $1/(n-1)$. The variance is its diagonal case.

```lean
/-- The covariance of two random variables; `cov P f f` is the variance of `f`. -/
def cov (P : FiniteProb Ω) (f g : Ω → ℝ) : ℝ :=
  mean P fun w => (f w - mean P f) * (g w - mean P g)
```

The index type `Fin n` labels the estimates from $0$ to $n-1$.

```lean
/-- The arithmetic average of `n` overlap estimates, for `n` at least one. -/
def average (X : Fin n → Ω → ℝ) (w : Ω) : ℝ := (∑ i, X i w) / n
```

The next two definitions are $m$ and $p$, for an arbitrary estimator `A`. The probability is the mean of a function equal to 1 where the tolerance is met and 0 elsewhere.

```lean
/-- The mean squared relative error of an estimator `A` of a nonzero overlap `o`. -/
def relErrSq (P : FiniteProb Ω) (A : Ω → ℝ) (o : ℝ) : ℝ :=
  mean P fun w => ((A w - o) / o) ^ 2

/-- The probability that `A` differs from `o` by less than the fraction `δ` of `|o|`. -/
def withinProb (P : FiniteProb Ω) (A : Ω → ℝ) (o δ : ℝ) : ℝ :=
  mean P fun w => if |A w - o| < δ * |o| then 1 else 0
```

## The error as a sum of covariances

The first theorem assumes only the common mean `hX`, with $n > 0$ and $o \neq 0$. In its proof, `hrel` clears the denominator of the relative error, `hs` is the identity $\sum_i d_i = n(A-o)$, and `hpt` is the squared identity for a single outcome. The closing `calc` block takes the mean and moves the sum over outcomes inside the sums over $i$ and $j$.

```lean
/-- For estimates with common nonzero mean `o`, the mean squared relative error of the average,
times `n² o²`, is the sum of all covariances. -/
theorem relErrSq_average_eq_sum_cov (P : FiniteProb Ω) (X : Fin n → Ω → ℝ) {o : ℝ}
    (hn : 0 < n) (ho : o ≠ 0) (hX : ∀ i, mean P (X i) = o) :
    (n : ℝ) ^ 2 * o ^ 2 * relErrSq P (average X) o = ∑ i, ∑ j, cov P (X i) (X j) := by
  have hn' : (n : ℝ) ≠ 0 := by exact_mod_cast hn.ne'
  have hrel : ∀ a : ℝ, o ^ 2 * ((a - o) / o) ^ 2 = (a - o) ^ 2 := by
    intro a
    field_simp
  -- outcome by outcome, the squared error is a double sum of deviations
  have hpt : ∀ w, (n : ℝ) ^ 2 * o ^ 2 * ((average X w - o) / o) ^ 2
      = ∑ i, ∑ j, (X i w - o) * (X j w - o) := by
    intro w
    have havg : (n : ℝ) * average X w = ∑ i, X i w := by
      unfold average
      field_simp
    have hs : ∑ i, (X i w - o) = n * (average X w - o) := by
      rw [Finset.sum_sub_distrib, mul_sub, havg]
      simp only [Finset.sum_const, Finset.card_univ, Fintype.card_fin, nsmul_eq_mul]
    rw [← Finset.sum_mul_sum, hs, mul_assoc, hrel]
    ring
  simp only [relErrSq, cov, hX]
  simp only [mean]
  calc (n : ℝ) ^ 2 * o ^ 2 * ∑ w, P.weight w * ((average X w - o) / o) ^ 2
      = ∑ w, P.weight w * ∑ i, ∑ j, (X i w - o) * (X j w - o) := by
        rw [Finset.mul_sum]
        refine Finset.sum_congr rfl fun w _ => ?_
        rw [← hpt w]
        ring
    _ = ∑ i, ∑ j, ∑ w, P.weight w * ((X i w - o) * (X j w - o)) := by
        simp only [Finset.mul_sum]
        exact Finset.sum_comm.trans (Finset.sum_congr rfl fun i _ => Finset.sum_comm)
```

For equal covariances, `hij` writes each entry as $c$ plus $v-c$ on the diagonal. The double sum is then $n^2 c + n(v-c)$, and cancelling one factor of $n$ leaves $v + (n-1)c$.

```lean
/-- If all estimates have mean `o ≠ 0` and variance `v`, and all distinct pairs have covariance `c`,
the mean squared relative error of the average, times `n o²`, is `v + (n - 1) c`. -/
theorem relErrSq_average_correlated (P : FiniteProb Ω) (X : Fin n → Ω → ℝ) {o v c : ℝ}
    (hn : 0 < n) (ho : o ≠ 0) (hX : ∀ i, mean P (X i) = o)
    (hv : ∀ i, cov P (X i) (X i) = v) (hc : ∀ i j, i ≠ j → cov P (X i) (X j) = c) :
    (n : ℝ) * o ^ 2 * relErrSq P (average X) o = v + (n - 1) * c := by
  have hn' : (n : ℝ) ≠ 0 := by exact_mod_cast hn.ne'
  have h := relErrSq_average_eq_sum_cov P X hn ho hX
  -- split each covariance into a constant and a diagonal part
  have hij : ∀ i j, cov P (X i) (X j) = c + if i = j then v - c else 0 := by
    intro i j
    by_cases e : i = j
    · subst e
      rw [hv, if_pos rfl]
      ring
    · rw [hc i j e, if_neg e, add_zero]
  simp only [hij, Finset.sum_add_distrib, Finset.sum_const, Finset.sum_ite_eq,
    Finset.mem_univ, if_true, Finset.card_univ, Fintype.card_fin, nsmul_eq_mul] at h
  exact mul_left_cancel₀ hn' (by linear_combination h)
```

## The sample-size criterion

The main theorem takes $c = 0$. Its first part states the error law as the product $n\,o^2 m = v$, which is equivalent to the quotient because $n$ and $o$ are nonzero. Its second part is the equivalence, with `n` read as a real number. Zero covariance is weaker than independence, and for $n = 1$ it demands nothing. The variance need not be positive: if $v = 0$, the error vanishes and the criterion holds for every $n \ge 1$.

The proof moves $e^2 o^2$ across the inequality with `div_le_iff₀`, then multiplies or cancels by $n o^2$ in the two directions.

```lean
/-- For uncorrelated estimates with nonzero mean `o` and variance `v`, the mean squared relative
error of the average times `n o²` is `v`, and for `e > 0` this error is at most `e²` exactly when
`n` is at least `v / (e² o²)`. -/
theorem overlap_sample_size (P : FiniteProb Ω) (X : Fin n → Ω → ℝ) {o v e : ℝ}
    (hn : 0 < n) (ho : o ≠ 0) (he : 0 < e) (hX : ∀ i, mean P (X i) = o)
    (hv : ∀ i, cov P (X i) (X i) = v) (hc : ∀ i j, i ≠ j → cov P (X i) (X j) = 0) :
    (n : ℝ) * o ^ 2 * relErrSq P (average X) o = v ∧
      (relErrSq P (average X) o ≤ e ^ 2 ↔ v / (e ^ 2 * o ^ 2) ≤ n) := by
  have h : (n : ℝ) * o ^ 2 * relErrSq P (average X) o = v := by
    rw [relErrSq_average_correlated P X hn ho hX hv hc, mul_zero, add_zero]
  have hn' : (0 : ℝ) < n := by exact_mod_cast hn
  have hpos : 0 < (n : ℝ) * o ^ 2 := by positivity
  refine ⟨h, ?_⟩
  rw [div_le_iff₀ (by positivity)]
  constructor
  · intro hm
    have := mul_le_mul_of_nonneg_left hm hpos.le
    linarith
  · intro hm
    exact le_of_mul_le_mul_left (by linarith) hpos
```

The criterion contains the exact $v$ and $o$, which in a simulation are usually known only through estimates. Complex overlaps and biased estimators, such as ratios of sampled overlaps, don't fit the hypotheses.

## From mean squared error to confidence

For $o \neq 0$ and $\delta \ge 0$, the Chebyshev bound holds for any estimator `A`, biased or not. The proof compares the two sides outcome by outcome: `split_ifs` separates the outcomes within tolerance, which contribute zero on the left, from the misses, which contribute $\delta^2$.

```lean
/-- Chebyshev's inequality for relative errors: `δ²` times the probability of missing the
relative tolerance `δ` is at most the mean squared relative error. -/
theorem chebyshev_relative (P : FiniteProb Ω) (A : Ω → ℝ) {o δ : ℝ}
    (ho : o ≠ 0) (hδ : 0 ≤ δ) :
    δ ^ 2 * (1 - withinProb P A o δ) ≤ relErrSq P A o := by
  have h : ∑ w, P.weight w * (δ ^ 2 * (1 - if |A w - o| < δ * |o| then 1 else 0))
      = δ ^ 2 * (∑ w, P.weight w - withinProb P A o δ) := by
    unfold withinProb mean
    rw [← Finset.sum_sub_distrib, Finset.mul_sum]
    exact Finset.sum_congr rfl fun w _ => by ring
  rw [P.total] at h
  rw [← h]
  unfold relErrSq mean
  refine Finset.sum_le_sum fun w _ => mul_le_mul_of_nonneg_left ?_ (P.nonneg w)
  split_ifs with hw
  · rw [sub_self, mul_zero]
    exact sq_nonneg _
  · -- a miss contributes at least `δ²` to the squared relative error
    rw [sub_zero, mul_one]
    change δ ^ 2 ≤ ((A w - o) / o) ^ 2
    rw [div_pow, le_div_iff₀ (by positivity)]
    calc δ ^ 2 * o ^ 2 = (δ * |o|) ^ 2 := by rw [mul_pow, sq_abs]
      _ ≤ |A w - o| ^ 2 := pow_le_pow_left₀ (by positivity) (not_lt.mp hw) 2
      _ = (A w - o) ^ 2 := sq_abs _
```

Combining this with the error law gives a sample size sufficient for confidence $1-\eta$. In the proof, `hm` is $m \le \delta^2\eta$, and `hmiss` bounds the probability of a miss by $\eta$. The condition is sufficient only; fewer samples may do for a particular distribution.

```lean
/-- If `n η δ² o²` is at least `v`, the average of `n` uncorrelated estimates with nonzero mean `o`
and variance `v` lies within relative tolerance `δ > 0` of `o` with probability at least `1 - η`. -/
theorem overlap_confidence (P : FiniteProb Ω) (X : Fin n → Ω → ℝ) {o v δ η : ℝ}
    (hn : 0 < n) (ho : o ≠ 0) (hδ : 0 < δ) (hX : ∀ i, mean P (X i) = o)
    (hv : ∀ i, cov P (X i) (X i) = v) (hc : ∀ i j, i ≠ j → cov P (X i) (X j) = 0)
    (hsize : v ≤ n * (η * δ ^ 2 * o ^ 2)) :
    1 - η ≤ withinProb P (average X) o δ := by
  have h := (overlap_sample_size P X hn ho hδ hX hv hc).1
  have hn' : (0 : ℝ) < n := by exact_mod_cast hn
  have hpos : 0 < (n : ℝ) * o ^ 2 := by positivity
  have hm : relErrSq P (average X) o ≤ δ ^ 2 * η :=
    le_of_mul_le_mul_left (by linarith) hpos
  have hmiss : 1 - withinProb P (average X) o δ ≤ η :=
    le_of_mul_le_mul_left ((chebyshev_relative P (average X) ho hδ.le).trans hm)
      (by positivity : 0 < δ ^ 2)
  linarith
```

## Two coins as a worked case

Toss two fair coins, and let each give the estimate 3 or 1. The exact overlap is then 2, a value that two normalised states cannot have, so the example is to be read with unnormalised states.

```lean
/-- The uniform distribution on the outcomes of two coins. -/
def twoCoins : FiniteProb (Bool × Bool) where
  weight _ := 1 / 4
  nonneg _ := by norm_num
  total := by
    rw [Fintype.sum_prod_type]
    simp only [Fintype.sum_bool]
    norm_num

/-- Two overlap estimates, each equal to 3 or 1 according to its own coin. -/
def coinEstimates : Fin 2 → Bool × Bool → ℝ :=
  ![fun w => if w.1 then 3 else 1, fun w => if w.2 then 3 else 1]
```

The last theorem checks the means, variances and covariances by summing over the four outcomes, so this model meets the assumptions of the criterion with $n = 2$, $o = 2$ and $v = 1$. The error law then gives $m = 1/8$. Direct counting agrees: the average is 1, 2 or 3 with probabilities $1/4$, $1/2$ and $1/4$, so the squared relative error is $1/4$ half of the time and zero otherwise.

```lean
/-- The two coin estimates have mean 2, variance 1 and zero covariance. -/
theorem overlap_sample_size_witness :
    (∀ i, mean twoCoins (coinEstimates i) = 2) ∧
    (∀ i, cov twoCoins (coinEstimates i) (coinEstimates i) = 1) ∧
    (∀ i j, i ≠ j → cov twoCoins (coinEstimates i) (coinEstimates j) = 0) := by
  have hm : ∀ i, mean twoCoins (coinEstimates i) = 2 := by
    intro i
    fin_cases i <;>
      simp [mean, twoCoins, coinEstimates, Fintype.sum_prod_type] <;>
      norm_num
  refine ⟨hm, ?_, ?_⟩
  · intro i
    simp only [cov, hm]
    fin_cases i <;>
      simp [mean, twoCoins, coinEstimates, Fintype.sum_prod_type] <;>
      norm_num
  · intro i j hij
    simp only [cov, hm]
    fin_cases i <;> fin_cases j <;>
      simp [mean, twoCoins, coinEstimates, Fintype.sum_prod_type] at hij ⊢ <;>
      norm_num

end

end OverlapSampling
```

```lean
#print axioms OverlapSampling.overlap_sample_size
-- 'OverlapSampling.overlap_sample_size' depends on axioms: [propext, Classical.choice, Quot.sound]
#print axioms OverlapSampling.overlap_confidence
-- 'OverlapSampling.overlap_confidence' depends on axioms: [propext, Classical.choice, Quot.sound]
```
